# A complex square matrix has all eigenvalues in the open left half-plane exactly when it has a Lyapunov certificate

For a complex $n\times n$ matrix $A$, write $A^\dagger$ for the conjugate transpose (`Aᴴ` in Lean) and $D(A,P)=-(A^\dagger P+PA)$ for the dissipation matrix belonging to an energy matrix $P$. Energy here means the quadratic form $x^\dagger Px$, which need not be a physical energy. A certificate for $A$ is a positive definite $P$ for which $D(A,P)$ is positive definite too, where positive definite includes Hermitian.

```lean
import Mathlib

open Matrix Filter
open scoped ComplexOrder Matrix.Norms.L2Operator Topology

namespace LyapunovCriterion

noncomputable section

variable {n : Type*} [Fintype n] [DecidableEq n]

/-- Every eigenvalue of `A` has negative real part. -/
def SpectrallyStable (A : Matrix n n ℂ) : Prop :=
  ∀ (μ : ℂ) (x : n → ℂ), x ≠ 0 → A *ᵥ x = μ • x → μ.re < 0

/-- The dissipation matrix `-(Aᴴ P + P A)` of the dynamics `A` for the energy matrix `P`. -/
def dissipation (A P : Matrix n n ℂ) : Matrix n n ℂ := -(Aᴴ * P + P * A)

/-- The sum of the Gram matrices of the first `N` powers of `C`. -/
def powerGram (C : Matrix n n ℂ) (N : ℕ) : Matrix n n ℂ :=
  ∑ k ∈ Finset.range N, (C ^ k)ᴴ * C ^ k

omit [DecidableEq n] in
/-- The quadratic form of the dissipation matrix, written with the velocity `A x`. -/
theorem dissipation_form (A P : Matrix n n ℂ) (x : n → ℂ) :
    star x ⬝ᵥ (dissipation A P *ᵥ x) =
      -(star (A *ᵥ x) ⬝ᵥ (P *ᵥ x) + star x ⬝ᵥ (P *ᵥ (A *ᵥ x))) := by
  rw [dissipation, Matrix.neg_mulVec, dotProduct_neg, Matrix.add_mulVec, dotProduct_add,
    ← Matrix.mulVec_mulVec, ← Matrix.mulVec_mulVec, Matrix.star_mulVec,
    ← Matrix.dotProduct_mulVec]

omit [DecidableEq n] in
/-- Along a solution of `ẋ = A x` the energy `x† P x` changes at a rate equal to minus the
quadratic form of the dissipation matrix. -/
theorem energy_balance (A P : Matrix n n ℂ) (x : ℝ → n → ℂ) (t : ℝ)
    (hx : HasDerivAt x (A *ᵥ x t) t) :
    HasDerivAt (fun s => star (x s) ⬝ᵥ (P *ᵥ x s))
      (-(star (x t) ⬝ᵥ (dissipation A P *ᵥ x t))) t := by
  rw [dissipation_form, neg_neg]
  have hc := hasDerivAt_pi.mp hx
  have hP : ∀ i, HasDerivAt (fun s => (P *ᵥ x s) i) ((P *ᵥ (A *ᵥ x t)) i) t :=
    fun i => HasDerivAt.fun_sum (fun j _ => (hc j).const_mul (P i j))
  have hi : ∀ i ∈ (Finset.univ : Finset n),
      HasDerivAt (fun s => star (x s i) * (P *ᵥ x s) i)
        (star ((A *ᵥ x t) i) * (P *ᵥ x t) i + star (x t i) * (P *ᵥ (A *ᵥ x t)) i) t :=
    fun i _ => (hc i).star.fun_mul (hP i)
  have h := HasDerivAt.fun_sum hi
  rw [Finset.sum_add_distrib] at h
  exact h

/-- If all eigenvalues of `C` lie inside the unit disk, some positive power of `C` has
operator norm below one. -/
theorem exists_contracting_power (C : Matrix n n ℂ)
    (h : ∀ (μ : ℂ) (x : n → ℂ), x ≠ 0 → C *ᵥ x = μ • x → ‖μ‖ < 1) :
    ∃ N : ℕ, ‖C ^ (N + 1)‖ < 1 := by
  rcases isEmpty_or_nonempty n with hn | hn
  · refine ⟨0, ?_⟩
    have h0 : C ^ (0 + 1) = 0 := Subsingleton.elim _ _
    rw [h0, norm_zero]
    exact one_pos
  · have : CompleteSpace (Matrix n n ℂ) := FiniteDimensional.complete ℂ _
    have hr : spectralRadius ℂ C < ((1 : NNReal) : ENNReal) := by
      refine spectrum.spectralRadius_lt_of_forall_lt C (fun μ hμ => ?_)
      -- a point of the spectrum has an eigenvector
      rw [spectrum.mem_iff, Matrix.isUnit_iff_isUnit_det, isUnit_iff_ne_zero, not_not] at hμ
      obtain ⟨x, hx, h0⟩ := Matrix.exists_mulVec_eq_zero_iff.mpr hμ
      rw [Matrix.sub_mulVec, Algebra.algebraMap_eq_smul_one, Matrix.smul_mulVec,
        Matrix.one_mulVec] at h0
      exact NNReal.coe_lt_coe.mp (by simpa using h μ x hx (sub_eq_zero.mp h0).symm)
    -- Gelfand's formula
    have ht := spectrum.pow_nnnorm_pow_one_div_tendsto_nhds_spectralRadius C
    obtain ⟨N, hN, hN1⟩ := ((ht.eventually_lt_const hr).and (eventually_ge_atTop 1)).exists
    obtain ⟨k, rfl⟩ := Nat.exists_eq_add_of_le' hN1
    refine ⟨k, lt_of_not_ge fun hge => ?_⟩
    have h0 : (1 : NNReal) ≤ ‖C ^ (k + 1)‖₊ := hge
    have h1 : (1 : ENNReal) ≤ (‖C ^ (k + 1)‖₊ : ENNReal) := by exact_mod_cast h0
    have h2 := ENNReal.rpow_le_rpow h1 (show (0 : ℝ) ≤ 1 / ((k + 1 : ℕ) : ℝ) by positivity)
    rw [ENNReal.one_rpow] at h2
    rw [ENNReal.coe_one] at hN
    exact absurd hN (not_lt_of_ge h2)

/-- A matrix `M` of operator norm below one has `1 - Mᴴ M` positive definite. -/
theorem posDef_one_sub (M : Matrix n n ℂ) (hM : ‖M‖ < 1) : (1 - Mᴴ * M).PosDef := by
  have hn : ∀ v : n → ℂ, star v ⬝ᵥ v = ((‖WithLp.toLp 2 v‖ ^ 2 : ℝ) : ℂ) := by
    intro v
    rw [EuclideanSpace.norm_sq_eq]
    simp [dotProduct, Complex.conj_mul']
  refine Matrix.posDef_iff_dotProduct_mulVec.mpr
    ⟨Matrix.isHermitian_one.sub (Matrix.isHermitian_conjTranspose_mul_self M), ?_⟩
  intro x hx
  rw [Matrix.sub_mulVec, Matrix.one_mulVec, dotProduct_sub, ← Matrix.mulVec_mulVec,
    Matrix.dotProduct_mulVec, ← Matrix.star_mulVec, hn, hn, ← Complex.ofReal_sub]
  have hx0 : 0 < ‖WithLp.toLp 2 x‖ := norm_pos_iff.mpr (by simpa using hx)
  have hb : ‖WithLp.toLp 2 (M *ᵥ x)‖ ≤ ‖M‖ * ‖WithLp.toLp 2 x‖ :=
    Matrix.l2_opNorm_mulVec M (WithLp.toLp 2 x)
  have hlt : ‖WithLp.toLp 2 (M *ᵥ x)‖ < ‖WithLp.toLp 2 x‖ := by nlinarith
  have hpos : 0 < ‖WithLp.toLp 2 x‖ ^ 2 - ‖WithLp.toLp 2 (M *ᵥ x)‖ ^ 2 := by
    nlinarith [norm_nonneg (WithLp.toLp 2 (M *ᵥ x))]
  exact_mod_cast hpos

/-- Discrete-time criterion: if all eigenvalues of `C` lie inside the unit disk, some positive
definite `P` makes `P - Cᴴ P C` positive definite. -/
theorem exists_discrete_certificate (C : Matrix n n ℂ)
    (h : ∀ (μ : ℂ) (x : n → ℂ), x ≠ 0 → C *ᵥ x = μ • x → ‖μ‖ < 1) :
    ∃ P : Matrix n n ℂ, P.PosDef ∧ (P - Cᴴ * P * C).PosDef := by
  obtain ⟨N, hN⟩ := exists_contracting_power C h
  have hs : ∀ k, powerGram C (k + 1) = powerGram C k + (C ^ k)ᴴ * C ^ k :=
    fun k => Finset.sum_range_succ _ _
  have hpos : ∀ k, (powerGram C (k + 1)).PosDef := by
    intro k
    induction k with
    | zero => simpa [powerGram] using (Matrix.PosDef.one : (1 : Matrix n n ℂ).PosDef)
    | succ k ih =>
      rw [hs]
      exact ih.add_posSemidef (Matrix.posSemidef_conjTranspose_mul_self _)
  -- the sum telescopes
  have htel : ∀ k, powerGram C k - Cᴴ * powerGram C k * C = 1 - (C ^ k)ᴴ * C ^ k := by
    intro k
    induction k with
    | zero => simp [powerGram]
    | succ k ih =>
      rw [hs, pow_succ, Matrix.conjTranspose_mul]
      generalize C ^ k = M at ih ⊢
      linear_combination (norm := noncomm_ring) ih
  exact ⟨powerGram C (N + 1), hpos N, by rw [htel]; exact posDef_one_sub _ hN⟩

/-- **Lyapunov criterion**: every eigenvalue of `A` has negative real part exactly when some
positive definite `P` makes `-(Aᴴ P + P A)` positive definite. -/
theorem lyapunov_criterion (A : Matrix n n ℂ) :
    SpectrallyStable A ↔ ∃ P : Matrix n n ℂ, P.PosDef ∧ (dissipation A P).PosDef := by
  constructor
  · intro hA
    -- `1 - A` is invertible because `1` is not an eigenvalue
    have hdet : IsUnit (1 - A).det := by
      rw [isUnit_iff_ne_zero]
      intro h0
      obtain ⟨x, hx, h1⟩ := Matrix.exists_mulVec_eq_zero_iff.mpr h0
      rw [Matrix.sub_mulVec, Matrix.one_mulVec] at h1
      have := hA 1 x hx (by rw [one_smul]; exact (sub_eq_zero.mp h1).symm)
      norm_num at this
    -- the Cayley transform
    obtain ⟨C, hC⟩ : ∃ C : Matrix n n ℂ, C * (1 - A) = 1 + A :=
      ⟨(1 + A) * (1 - A)⁻¹, by rw [mul_assoc, Matrix.nonsing_inv_mul _ hdet, mul_one]⟩
    obtain ⟨P, hP, hQ⟩ := exists_discrete_certificate C (by
      intro μ x hx hμ
      obtain ⟨y, rfl⟩ : ∃ y, (1 - A) *ᵥ y = x :=
        ⟨(1 - A)⁻¹ *ᵥ x, by
          rw [Matrix.mulVec_mulVec, Matrix.mul_nonsing_inv _ hdet, Matrix.one_mulVec]⟩
      have hy : y ≠ 0 := by
        rintro rfl
        exact hx (Matrix.mulVec_zero _)
      rw [Matrix.mulVec_mulVec, hC, Matrix.add_mulVec, Matrix.sub_mulVec,
        Matrix.one_mulVec] at hμ
      have hne : 1 + μ ≠ 0 := by
        intro h0
        have hm : μ = -1 := by linear_combination h0
        rw [hm] at hμ
        have h2 : (2 : ℂ) • y = 0 := by linear_combination (norm := module) hμ
        exact hy ((smul_eq_zero.mp h2).resolve_left two_ne_zero)
      have hAY : (1 + μ) • (A *ᵥ y) = (μ - 1) • y := by
        linear_combination (norm := module) hμ
      have hl := hA ((1 + μ)⁻¹ * (μ - 1)) y hy (by
        rw [mul_smul, ← hAY, smul_smul, inv_mul_cancel₀ hne, one_smul])
      have he : ((1 + μ)⁻¹ * (μ - 1)) * (1 + μ) = μ - 1 := by field_simp
      generalize (1 + μ)⁻¹ * (μ - 1) = l at hl he
      have hr := congrArg Complex.re he
      have hi := congrArg Complex.im he
      have hp := Complex.normSq_pos.mpr hne
      simp only [Complex.normSq_apply, Complex.mul_re, Complex.mul_im, Complex.add_re,
        Complex.add_im, Complex.sub_re, Complex.sub_im, Complex.one_re, Complex.one_im]
        at hr hi hp
      have hsq : ‖μ‖ ^ 2 - 1 =
          l.re * ((1 + μ.re) * (1 + μ.re) + (0 + μ.im) * (0 + μ.im)) := by
        rw [Complex.sq_norm, Complex.normSq_apply]
        linear_combination -(1 + μ.re) * hr - μ.im * hi
      have := mul_neg_of_neg_of_pos hl hp
      nlinarith [norm_nonneg μ])
    refine ⟨P + P, hP.add hP, ?_⟩
    -- congruence with `1 - A` returns to continuous time
    have key : dissipation A (P + P) = (1 - A)ᴴ * (P - Cᴴ * P * C) * (1 - A) := by
      have h1 : (1 - A)ᴴ * (P - Cᴴ * P * C) * (1 - A) =
          (1 - A)ᴴ * P * (1 - A) - (C * (1 - A))ᴴ * P * (C * (1 - A)) := by
        rw [Matrix.conjTranspose_mul]
        noncomm_ring
      rw [h1, hC, dissipation, Matrix.conjTranspose_sub, Matrix.conjTranspose_add,
        Matrix.conjTranspose_one]
      noncomm_ring
    rw [key]
    refine Matrix.posDef_iff_dotProduct_mulVec.mpr
      ⟨Matrix.isHermitian_conjTranspose_mul_mul _ hQ.isHermitian, ?_⟩
    intro x hx
    have hRx : (1 - A) *ᵥ x ≠ 0 := fun h0 =>
      hdet.ne_zero (Matrix.exists_mulVec_eq_zero_iff.mp ⟨x, hx, h0⟩)
    have := hQ.dotProduct_mulVec_pos hRx
    rwa [Matrix.star_mulVec, ← Matrix.dotProduct_mulVec, Matrix.mulVec_mulVec,
      Matrix.mulVec_mulVec] at this
  · rintro ⟨P, hP, hD⟩ μ x hx hμ
    -- evaluate both forms on the eigenvector
    have hq := (Complex.lt_def.mp (hP.dotProduct_mulVec_pos hx)).1
    have hd := hD.dotProduct_mulVec_pos hx
    rw [dissipation_form, hμ, star_smul, Matrix.mulVec_smul, smul_dotProduct,
      dotProduct_smul] at hd
    have h1 := (Complex.lt_def.mp hd).1
    simp only [Complex.zero_re, Complex.neg_re, Complex.add_re, smul_eq_mul, Complex.mul_re,
      Complex.star_def, Complex.conj_re, Complex.conj_im] at h1 hq
    by_contra hc
    nlinarith [mul_nonneg (not_lt.mp hc) hq.le]

/-- The matrix with rows `(-1, 4)` and `(0, -1)` has only eigenvalues with negative real part, yet
the choice `P = 1` does not give a positive definite dissipation matrix. -/
theorem identity_not_sufficient :
    SpectrallyStable !![(-1 : ℂ), 4; 0, -1] ∧
      ¬ (dissipation !![(-1 : ℂ), 4; 0, -1] 1).PosDef := by
  constructor
  · intro μ x hx h
    have h0 : -x 0 + 4 * x 1 = μ * x 0 := by
      simpa [Matrix.mulVec, dotProduct, Fin.sum_univ_two] using congrFun h 0
    have h1 : -x 1 = μ * x 1 := by
      simpa [Matrix.mulVec, dotProduct, Fin.sum_univ_two] using congrFun h 1
    have hm : μ + 1 = 0 := by
      by_contra hne
      have hx1 : x 1 = 0 :=
        (mul_eq_zero.mp (show (μ + 1) * x 1 = 0 by linear_combination -h1)).resolve_left hne
      have hx0 : x 0 = 0 :=
        (mul_eq_zero.mp (show (μ + 1) * x 0 = 0 by
          linear_combination -h0 + 4 * hx1)).resolve_left hne
      exact hx (by ext i; fin_cases i <;> simp [hx0, hx1])
    have hm' : μ = -1 := by linear_combination hm
    rw [hm']
    norm_num
  · intro h
    have hv : (![1, 1] : Fin 2 → ℂ) ≠ 0 := fun h0 => by simpa using congrFun h0 0
    have h1 := h.dotProduct_mulVec_pos hv
    rw [dissipation_form, Matrix.one_mulVec, Matrix.one_mulVec] at h1
    have h2 := (Complex.lt_def.mp h1).1
    norm_num [Matrix.mulVec, dotProduct, Fin.sum_univ_two] at h2

end

end LyapunovCriterion
```

```lean
#print axioms LyapunovCriterion.energy_balance
#print axioms LyapunovCriterion.lyapunov_criterion
#print axioms LyapunovCriterion.identity_not_sufficient
```

```
'LyapunovCriterion.energy_balance' depends on axioms: [propext, Classical.choice, Quot.sound]
'LyapunovCriterion.lyapunov_criterion' depends on axioms: [propext, Classical.choice, Quot.sound]
'LyapunovCriterion.identity_not_sufficient' depends on axioms: [propext, Classical.choice, Quot.sound]
```

## Eigenvalues on one side, a matrix inequality on the other

`SpectrallyStable A` says that whenever $Ax=\mu x$ with $x\neq0$, then $\operatorname{Re}\mu<0$. The theorem `lyapunov_criterion` equates this with the existence of a certificate. The index type `n` is any finite type, and $A$ need be neither normal nor diagonalizable. The inequality is strict, so a matrix with an eigenvalue on the imaginary axis fails the criterion, even if its motion stays bounded. The theorem provides some $P$; it does not solve $A^\dagger P+PA=-Q$ for a prescribed $Q$.

For a $1\times1$ matrix $A=(a)$ and $P=(p)$ with $p>0$, the dissipation is $-2p\operatorname{Re}a$. It is positive exactly when $\operatorname{Re}a<0$, and every $p>0$ then serves.

## Energy loss along the motion

If $\dot x=Ax$ at time $t$, the product rule gives

$$\frac{d}{dt}\,x^\dagger Px=(Ax)^\dagger Px+x^\dagger P(Ax)=-x^\dagger D(A,P)\,x .$$

This is `energy_balance`, proved component by component for any matrix $P$; `dissipation_form` supplies the second equality. With a certificate, $x^\dagger Px$ is a positive energy that falls whenever $x\neq0$. The file stops at this rate and does not derive $x(t)\to0$.

For a finite-dimensional, time-independent effective Hamiltonian $H$, setting $A=-iH/\hbar$ turns the criterion into a test that every eigenvalue of $H$ has negative imaginary part, so that every eigenstate decays. A proposed $P$ can be checked without diagonalizing $A$.

The choice of $P$ matters. In `identity_not_sufficient`, the matrix with rows $(-1,4)$ and $(0,-1)$ has only the eigenvalue $-1$, but for $P=1$ the unit vector $x=(1,1)/\sqrt2$ gives $x^\dagger Dx=-2$. The ordinary squared norm therefore grows at first from this vector. This $A$ is a mathematical example: it does not describe a quantum system that only loses probability, for which the squared norm never grows.

## From a certificate to stability

Let $Ax=\mu x$ with $x\ne0$. Then

$$x^\dagger D(A,P)x=-(\bar\mu+\mu)\,x^\dagger Px=-2\operatorname{Re}\mu\;x^\dagger Px .$$

Both quadratic forms are positive, so $\operatorname{Re}\mu<0$. The Lean proof rewrites with `dissipation_form`, takes real parts, and lets `nlinarith` refute $\operatorname{Re}\mu\ge0$.

## From stability to a certificate

Since $1$ is not an eigenvalue of $A$, the matrix $1-A$ is invertible. Define the Cayley transform $C=(1+A)(1-A)^{-1}$. Let $Cx=\mu x$ with $x\neq0$, and write $x=(1-A)y$, so $y\ne0$. Then $(1+A)y=\mu(1-A)y$, or

$$(1+\mu)Ay=(\mu-1)y .$$

The value $\mu=-1$ would force $y=0$. Hence $\lambda=(\mu-1)/(\mu+1)$ is an eigenvalue of $A$ (`l` in the code), and

$$\operatorname{Re}\lambda=\frac{|\mu|^2-1}{|1+\mu|^2}<0,$$

which gives $|\mu|<1$.

All eigenvalues of $C$ thus lie inside the unit disk, and its spectral radius is below one. Gelfand's formula says that $\|C^m\|^{1/m}$ tends to that radius, so $\|C^{N+1}\|<1$ for some $N\ge0$, in the operator norm induced by the Euclidean norm. This is `exists_contracting_power`, which treats the empty matrix separately.

Now take the finite sum (`powerGram C (N + 1)`)

$$G=\sum_{k=0}^{N}(C^k)^\dagger C^k .$$

Its $k=0$ term is the identity and the others are positive semidefinite, so $G$ is positive definite. Multiplying by $C^\dagger$ and $C$ shifts each term by one, and the difference telescopes:

$$G-C^\dagger GC=1-(C^{N+1})^\dagger C^{N+1}.$$

On $x\ne0$ the right side has the form $\|x\|^2-\|C^{N+1}x\|^2>0$, which is `posDef_one_sub`. The theorem `exists_discrete_certificate` combines these facts, with the telescoping proved by induction.

Finally, $C(1-A)=1+A$ gives

$$\begin{aligned}(1-A)^\dagger(G-C^\dagger GC)(1-A)&=(1-A)^\dagger G(1-A)-(1+A)^\dagger G(1+A)\\&=-2(A^\dagger G+GA)=D(A,2G).\end{aligned}$$

This identity is `key` in the main proof, where $G$ is called `P` and $2G$ is `P + P`. Because $1-A$ is invertible, it sends nonzero vectors to nonzero vectors, so the left side is positive definite and $2G$ is a certificate.
